# The squared total spins of the first 0, 1, …, N electrons can be diagonalised together

For $N$ spin-½ electrons, the squared total spins of the first $0,1,\dots,N$ electrons have joint eigenspaces that span the whole spin space. The proof given here writes the squared total spin of the first $k$ electrons as the sum of the transpositions of the first $k$ letters plus a constant. These operators are symmetric, and they commute for different $k$; together the two facts give the result.

When electrons are coupled one at a time, the spin reached at each stage serves as a genealogical label for spin functions in configuration interaction. The result concerns the spin factor alone, for fixed $N$ and a fixed order of coupling; joining it to spatial functions in an antisymmetric wave function is a further step.

```lean
import Mathlib

open Finset

namespace GenealogicalSpin

noncomputable section
```

Letters and electrons are numbered from 0, so the first $k$ are $0,\dots,k-1$.

```lean
/-- The first `k` of `N` letters (all of them if `k` exceeds `N`). -/
def firstLetters (N k : ℕ) : Finset (Fin N) := univ.filter fun i => (i : ℕ) < k
```

Write $(i\,j)$ for the transposition of $i$ and $j$, and $T(k)=\sum_{i<j<k}(i\,j)$ in the complex group algebra.

```lean
/-- `T(k)`: the sum, in the complex group algebra, of all transpositions exchanging two of the
first `k` letters. -/
def transpositionSum (N k : ℕ) : MonoidAlgebra ℂ (Equiv.Perm (Fin N)) :=
  ∑ i ∈ firstLetters N k, ∑ j ∈ firstLetters N k,
    if i < j then MonoidAlgebra.of ℂ (Equiv.Perm (Fin N)) (Equiv.swap i j) else 0
```

## (a) Ordered pairs

Express twice $T(k)$ as a sum over ordered pairs:
$$2T(k)=\sum_{i,j<k,\;i\ne j}(i\,j).$$

**Solution.** Since $(i\,j)=(j\,i)$, exchanging the names of the indices turns $T(k)$ into the sum over $j<i$. Adding the two forms gives every ordered pair once.

```lean
/-- Twice `T(k)` is the sum of the transpositions over ordered pairs of distinct letters. -/
theorem two_transpositionSum (N k : ℕ) :
    transpositionSum N k + transpositionSum N k =
      ∑ i ∈ firstLetters N k, ∑ j ∈ firstLetters N k,
        if i = j then 0 else MonoidAlgebra.of ℂ (Equiv.Perm (Fin N)) (Equiv.swap i j) := by
  have h : transpositionSum N k = ∑ i ∈ firstLetters N k, ∑ j ∈ firstLetters N k,
      if j < i then MonoidAlgebra.of ℂ (Equiv.Perm (Fin N)) (Equiv.swap i j) else 0 := by
    unfold transpositionSum
    rw [Finset.sum_comm]
    refine sum_congr rfl fun i _ => sum_congr rfl fun j _ => ?_
    rw [Equiv.swap_comm j i]
  refine (congrArg₂ (· + ·) (transpositionSum.eq_1 N k) h).trans ?_
  simp only [← sum_add_distrib]
  refine sum_congr rfl fun i _ => sum_congr rfl fun j _ => ?_
  rcases lt_trichotomy i j with h | h | h
  · simp [h, h.ne, lt_asymm h]
  · simp [h]
  · simp [h, h.ne', lt_asymm h]
```

## (b) Permutations of the first k letters

Let $\sigma$ fix every letter $i\ge k$. Show that
$$\sigma\,T(k)=T(k)\,\sigma.$$

**Solution.** If $i<k$ but $\sigma(i)\ge k$, then $\sigma(\sigma(i))=\sigma(i)$, so $\sigma(i)=i$, a contradiction. Hence $\sigma$ permutes the first $k$ letters. With $\sigma(i\,j)=(\sigma(i)\,\sigma(j))\,\sigma$,
$$\sigma\cdot 2T(k)=\sum_{i\ne j}(\sigma(i)\,\sigma(j))\,\sigma=2T(k)\,\sigma,$$
and halving finishes the argument.

```lean
/-- `T(k)` commutes with every permutation that leaves all letters beyond the first `k` in
place. -/
theorem transpositionSum_central {N k : ℕ} (σ : Equiv.Perm (Fin N))
    (hσ : ∀ i : Fin N, k ≤ (i : ℕ) → σ i = i) :
    Commute (MonoidAlgebra.of ℂ _ σ) (transpositionSum N k) := by
  have hF : ∀ i, i ∈ firstLetters N k ↔ σ i ∈ firstLetters N k := by
    intro i
    simp only [firstLetters, mem_filter, mem_univ, true_and]
    constructor
    · intro h
      by_contra h'
      have e : σ i = i := σ.injective (hσ (σ i) (not_lt.1 h'))
      rw [e] at h'
      exact h' h
    · intro h
      by_contra h'
      rw [hσ i (not_lt.1 h')] at h
      exact h' h
  -- conjugation by `σ` relabels the ordered pairs
  have key : MonoidAlgebra.of ℂ _ σ * (transpositionSum N k + transpositionSum N k) =
      (transpositionSum N k + transpositionSum N k) * MonoidAlgebra.of ℂ _ σ := by
    rw [two_transpositionSum, mul_sum, sum_mul]
    refine sum_equiv σ hF fun i _ => ?_
    rw [mul_sum, sum_mul]
    refine sum_equiv σ hF fun j _ => ?_
    by_cases h : i = j
    · simp [h]
    · simp only [h, σ.injective.eq_iff, if_false]
      rw [← map_mul, ← map_mul, Equiv.mul_swap_eq_swap_mul]
  have half : transpositionSum N k =
      (1 / 2 : ℂ) • (transpositionSum N k + transpositionSum N k) := by module
  rw [half]
  exact Commute.smul_right key _
```

The relabelling is done by `sum_equiv`. It takes the bijection `σ`, the proof `hF` that `σ` respects membership in the first $k$ letters, and an equality between the term at $i$ and the term at $\sigma(i)$. It is applied once per index. Ordered pairs are used because $\sigma$ preserves $i\ne j$ but need not preserve $i<j$.

## (c) Different k and l

Show, for all $k$ and $l$, that
$$T(k)\,T(l)=T(l)\,T(k).$$

**Solution.** By symmetry take $k\le l$ (`wlog`). Each $(i\,j)$ in $T(k)$ fixes all letters from $l$ on, so it commutes with $T(l)$ by (b). Sum over the pairs.

```lean
/-- The transposition sums `T(k)` and `T(l)` commute for all `k` and `l`. -/
theorem transpositionSum_commute (N k l : ℕ) :
    Commute (transpositionSum N k) (transpositionSum N l) := by
  wlog hkl : k ≤ l generalizing k l
  · exact (this l k (le_of_not_ge hkl)).symm
  rw [transpositionSum.eq_1 N k]
  refine Commute.sum_left _ _ _ fun i hi => Commute.sum_left _ _ _ fun j hj => ?_
  simp only [firstLetters, mem_filter, mem_univ, true_and] at hi hj
  split_ifs
  · refine transpositionSum_central _ fun x hx => Equiv.swap_apply_of_ne_of_ne ?_ ?_
    · rintro rfl; omega
    · rintro rfl; omega
  · exact Commute.zero_left _
```

## The spin operators

A spin function $\psi$ has one amplitude $\psi(s)$ for each assignment $s$ of up (0) or down (1) to the electrons.

```lean
/-- The spin functions of `N` electrons: one amplitude for each assignment of up or down. -/
abbrev SpinSpace (N : ℕ) := EuclideanSpace ℂ (Fin N → Fin 2)
```

The matrices $M^a$, $a=x,y,z$, are half the Pauli matrices, in units of $\hbar$.

```lean
/-- The three spin-1/2 matrices, in units of `ħ`. -/
def spinMatrix : Fin 3 → Matrix (Fin 2) (Fin 2) ℂ :=
  ![!![0, 1 / 2; 1 / 2, 0], !![0, -Complex.I / 2; Complex.I / 2, 0], !![1 / 2, 0; 0, -1 / 2]]
```

The operator $S_i^a$ applies $M^a$ to the coordinate of electron $i$.

```lean
/-- Component `a` of the spin of electron `i`. -/
def electronSpin {N : ℕ} (a : Fin 3) (i : Fin N) : Module.End ℂ (SpinSpace N) where
  toFun ψ := WithLp.toLp 2 fun s => ∑ t, spinMatrix a (s i) t * ψ (Function.update s i t)
  map_add' ψ φ := by ext s; simp [mul_add, sum_add_distrib]
  map_smul' c ψ := by
    ext s
    simp [Fin.sum_univ_two]
    ring
```

The squared total spin is $S^2(k)=\sum_a\bigl(\sum_{i<k}S_i^a\bigr)^2$.

```lean
/-- The squared total spin of the first `k` electrons. -/
def spinSq (N k : ℕ) : Module.End ℂ (SpinSpace N) :=
  ∑ a, (∑ i ∈ firstLetters N k, electronSpin a i) ^ 2
```

A permutation acts by $(P_\sigma\psi)(s)=\psi(s\circ\sigma)$; write $P_{ij}$ for a transposition.

```lean
/-- Permutations act on spin functions by relabelling the electrons. -/
def permOp (N : ℕ) : Equiv.Perm (Fin N) →* Module.End ℂ (SpinSpace N) where
  toFun σ :=
    { toFun := fun ψ => WithLp.toLp 2 fun s => ψ (s ∘ σ)
      map_add' := fun _ _ => rfl
      map_smul' := fun _ _ => rfl }
  map_one' := rfl
  map_mul' _ _ := rfl
```

Linear extension lets $T(k)$ act on spin functions too.

```lean
/-- The action of the whole group algebra on spin functions. -/
def spinRep (N : ℕ) : MonoidAlgebra ℂ (Equiv.Perm (Fin N)) →ₐ[ℂ] Module.End ℂ (SpinSpace N) :=
  MonoidAlgebra.lift ℂ _ _ (permOp N)
```

## (d) Contracting two spin matrices

For any array $f(t,u)$, show that
$$\sum_{a,t,u}M^a_{pt}M^a_{qu}f(t,u)=\tfrac12f(q,p)-\tfrac14f(p,q).$$

**Solution.** The $x$ and $y$ terms flip both indices. For $p=q$ their coefficients are $\tfrac14$ and $-\tfrac14$ and cancel, while $z$ gives $\tfrac14f(p,p)$. For $p\ne q$ both are $\tfrac14$, giving $\tfrac12f(q,p)$, while $z$ gives $-\tfrac14f(p,q)$. Lean checks the four cases by `fin_cases`.

```lean
/-- Contracting the spin matrices of two electrons gives half the exchanged amplitude minus a
quarter of the original one. -/
theorem spinMatrix_contract (p q : Fin 2) (f : Fin 2 → Fin 2 → ℂ) :
    ∑ a, ∑ t, spinMatrix a p t * ∑ u, spinMatrix a q u * f t u =
      1 / 2 * f q p - 1 / 4 * f p q := by
  fin_cases p <;> fin_cases q <;>
    simp [spinMatrix, Fin.sum_univ_three, Fin.sum_univ_two] <;> ring_nf <;>
    simp only [Complex.I_sq] <;> ring
```

## (e) Dirac's exchange identity

For $i\ne j$, show that
$$\mathbf S_i\cdot\mathbf S_j=\tfrac12P_{ij}-\tfrac14.$$

**Solution.** In (d) put $p=s(i)$, $q=s(j)$, and let $f(t,u)$ be $\psi$ at $s$ with $t$ placed at $i$ and $u$ at $j$. Then $f(p,q)=\psi(s)$ and $f(q,p)=(P_{ij}\psi)(s)$. These are `h1` and `hs`.

```lean
/-- Dirac's exchange identity: for two different electrons, `s_i · s_j = P_ij / 2 - 1 / 4`. -/
theorem dirac_exchange {N : ℕ} {i j : Fin N} (hij : i ≠ j) :
    ∑ a, electronSpin a i * electronSpin a j =
      (1 / 2 : ℂ) • permOp N (Equiv.swap i j) - (1 / 4 : ℂ) • 1 := by
  refine LinearMap.ext fun ψ => ?_
  ext s
  have hL : (∑ a, electronSpin a i * electronSpin a j) ψ s =
      ∑ a, ∑ t, spinMatrix a (s i) t * ∑ u, spinMatrix a (Function.update s i t j) u *
        ψ (Function.update (Function.update s i t) j u) := by
    simp only [Fin.sum_univ_three]
    rfl
  have hj : ∀ t, Function.update s i t j = s j := fun t => Function.update_of_ne hij.symm t s
  have hs : s ∘ Equiv.swap i j = Function.update (Function.update s i (s j)) j (s i) := by
    funext x
    by_cases hxj : x = j
    · subst hxj; simp
    by_cases hxi : x = i
    · subst hxi; simp [hij]
    · simp [Equiv.swap_apply_of_ne_of_ne hxi hxj, hxi, hxj]
  have h1 : Function.update (Function.update s i (s i)) j (s j) = s := by simp
  rw [hL]
  simp only [hj]
  refine (spinMatrix_contract (s i) (s j)
    fun t u => ψ (Function.update (Function.update s i t) j u)).trans ?_
  change _ = 1 / 2 * ψ (s ∘ Equiv.swap i j) - 1 / 4 * ψ s
  simp only [hs, h1]
```

## (f) One electron

Show that
$$\mathbf S_i\cdot\mathbf S_i=\tfrac34.$$

**Solution.** Each $M^a$ squares to $\tfrac14$, and there are three.

```lean
/-- The squared spin of a single electron is `3 / 4`. -/
theorem electronSpin_sq {N : ℕ} (i : Fin N) :
    ∑ a, electronSpin a i * electronSpin a i = (3 / 4 : ℂ) • 1 := by
  have key : ∀ (p : Fin 2) (f : Fin 2 → ℂ),
      ∑ a, ∑ t, spinMatrix a p t * ∑ u, spinMatrix a t u * f u = 3 / 4 * f p := by
    intro p f
    fin_cases p <;> simp [spinMatrix, Fin.sum_univ_three, Fin.sum_univ_two] <;> ring_nf <;>
      simp only [Complex.I_sq] <;> ring
  refine LinearMap.ext fun ψ => ?_
  ext s
  have hL : (∑ a, electronSpin a i * electronSpin a i) ψ s =
      ∑ a, ∑ t, spinMatrix a (s i) t * ∑ u, spinMatrix a (Function.update s i t i) u *
        ψ (Function.update (Function.update s i t) i u) := by
    simp only [Fin.sum_univ_three]
    rfl
  rw [hL]
  simp only [Function.update_self, Function.update_idem]
  refine (key (s i) fun u => ψ (Function.update s i u)).trans ?_
  change _ = 3 / 4 * ψ s
  simp only [Function.update_eq_self]
```

## (g) Spin from transpositions

For $k\le N$, show that
$$S^2(k)=T(k)+\frac{k(4-k)}4.$$

**Solution.** Expand the square. The $k$ diagonal terms give $\tfrac{3k}4$. The $k(k-1)$ others give $\tfrac12\cdot2T(k)-\tfrac{k(k-1)}4$, by (e) and (a). Add the constants. The condition $k\le N$ ensures that there are $k$ letters to count (`card`).

```lean
/-- For `k ≤ N` the squared total spin of the first `k` electrons is `T(k) + k (4 - k) / 4`. -/
theorem spinSq_eq {N k : ℕ} (hk : k ≤ N) :
    spinSq N k = spinRep N (transpositionSum N k) + ((k : ℂ) * (4 - k) / 4) • 1 := by
  have card : (firstLetters N k).card = k := by
    have h : (firstLetters N k).map Fin.valEmbedding = range k := by
      ext x
      simp only [mem_map, firstLetters, mem_filter, mem_univ, true_and,
        Fin.valEmbedding_apply, mem_range]
      constructor
      · rintro ⟨a, h, rfl⟩
        exact h
      · intro h
        exact ⟨⟨x, by omega⟩, h, rfl⟩
    rw [← card_map Fin.valEmbedding, h, card_range]
  have hT : spinRep N (transpositionSum N k) + spinRep N (transpositionSum N k) =
      ∑ i ∈ firstLetters N k, ∑ j ∈ firstLetters N k,
        if i = j then 0 else permOp N (Equiv.swap i j) := by
    rw [← map_add, two_transpositionSum, map_sum]
    refine sum_congr rfl fun i _ => ?_
    rw [map_sum]
    refine sum_congr rfl fun j _ => ?_
    split_ifs
    · exact map_zero _
    · simp [spinRep]
  have hc : ∑ i ∈ firstLetters N k, ∑ j ∈ firstLetters N k,
      ((if i = j then 1 else 0) - 1 / 4 : ℂ) = k - k * k / 4 := by
    simp [sum_sub_distrib, card]
    ring
  -- expand the square into pairs of electrons
  have h2 : spinSq N k = ∑ i ∈ firstLetters N k, ∑ j ∈ firstLetters N k,
      ∑ a, electronSpin a i * electronSpin a j := by
    unfold spinSq
    simp only [sq, sum_mul_sum]
    rw [Finset.sum_comm]
    exact sum_congr rfl fun i _ => Finset.sum_comm
  have h3 : ∀ i j : Fin N, ∑ a, electronSpin a i * electronSpin a j =
      (1 / 2 : ℂ) • (if i = j then 0 else permOp N (Equiv.swap i j)) +
        ((if i = j then 1 else 0) - 1 / 4 : ℂ) • 1 := by
    intro i j
    by_cases h : i = j
    · subst h
      rw [electronSpin_sq, if_pos rfl, if_pos rfl]
      module
    · rw [dirac_exchange h, if_neg h, if_neg h]
      module
  simp only [h2, h3, sum_add_distrib, ← smul_sum, ← sum_smul]
  rw [hc, ← hT]
  module
```

## (h) Symmetry

For $k\le N$, show that
$$\langle S^2(k)\psi,\varphi\rangle=\langle\psi,S^2(k)\varphi\rangle.$$

**Solution.** Let $\tau=(i\,j)$. Substituting $s\to s\circ\tau$ and using $\tau^2=1$,
$$\sum_s\overline{\psi(s\circ\tau)}\,\varphi(s)=\sum_s\overline{\psi(s)}\,\varphi(s\circ\tau).$$
So each $P_{ij}$ is symmetric, hence so is $T(k)$; the constant in (g) is real.

```lean
/-- For `k ≤ N` the squared total spin of the first `k` electrons is a symmetric operator. -/
theorem spinSq_isSymmetric {N k : ℕ} (hk : k ≤ N) : (spinSq N k).IsSymmetric := by
  have hP : ∀ i j : Fin N, (permOp N (Equiv.swap i j)).IsSymmetric := by
    intro i j ψ φ
    simp only [PiLp.inner_apply]
    refine Fintype.sum_equiv (Equiv.arrowCongr (Equiv.swap i j) (Equiv.refl _)) _ _ fun s => ?_
    have h : (s ∘ Equiv.swap i j) ∘ Equiv.swap i j = s := by funext x; simp
    change inner ℂ (ψ (s ∘ Equiv.swap i j)) (φ s) =
      inner ℂ (ψ (s ∘ Equiv.swap i j)) (φ ((s ∘ Equiv.swap i j) ∘ Equiv.swap i j))
    rw [h]
  have h0 : (0 : Module.End ℂ (SpinSpace N)).IsSymmetric := fun _ _ => by simp
  have hT : (spinRep N (transpositionSum N k)).IsSymmetric := by
    simp only [transpositionSum, map_sum]
    refine sum_induction _ LinearMap.IsSymmetric (fun _ _ a b => a.add b) h0 fun i _ => ?_
    refine sum_induction _ LinearMap.IsSymmetric (fun _ _ a b => a.add b) h0 fun j _ => ?_
    split_ifs
    · simpa [spinRep] using hP i j
    · simp
  intro ψ φ
  have h := hT ψ φ
  rw [spinSq_eq hk]
  simp only [LinearMap.add_apply, LinearMap.smul_apply, Module.End.one_apply, inner_add_left,
    inner_add_right, inner_smul_left, inner_smul_right, h]
  -- the additive constant is real
  have h4 : (starRingEnd ℂ) 4 = 4 := map_ofNat (starRingEnd ℂ) 4
  simp [h4]
```

## (i) Joint eigenspaces

Show that the joint eigenspaces span the spin space $V$:
$$\sum_{\alpha}\,\bigcap_{k=0}^{N}\ker\bigl(S^2(k)-\alpha_k\bigr)=V.$$

**Solution.** By (c) and (g) the $S^2(k)$ commute, and by (h) they are symmetric. Diagonalise one; the others preserve its eigenspaces and stay symmetric there, so repeat within each. Mathlib supplies this finite-dimensional spectral theorem. In Lean, `⨆` is the span and `⨅` the intersection; tuples $\alpha$ that do not occur contribute only zero. The statement fixes neither the values $\alpha_k$ nor the dimensions of the joint eigenspaces.

```lean
/-- The squared total spins of the first `0, 1, ..., N` electrons are simultaneously
diagonalisable: their joint eigenspaces span the whole spin space. -/
theorem intermediate_spins_diagonalisable (N : ℕ) :
    ⨆ α : Fin (N + 1) → ℂ, ⨅ k : Fin (N + 1),
      Module.End.eigenspace (spinSq N k) (α k) = ⊤ := by
  classical
  have hk : ∀ k : Fin (N + 1), (k : ℕ) ≤ N := fun k => Nat.lt_succ_iff.1 k.isLt
  have hC : ∀ k l : Fin (N + 1), Commute (spinSq N k) (spinSq N l) := by
    intro k l
    rw [spinSq_eq (hk k), spinSq_eq (hk l)]
    -- the constants are harmless, and the transposition sums commute
    have h := (transpositionSum_commute N k l).map (spinRep N)
    exact (h.add_right ((Commute.one_right _).smul_right _)).add_left
      ((Commute.one_left _).smul_left _)
  exact (LinearMap.IsSymmetric.directSum_isInternal_of_pairwise_commute
    (T := fun k : Fin (N + 1) => spinSq N k)
    (fun k => spinSq_isSymmetric (hk k)) (fun k l _ => hC k l)).submodule_iSup_eq_top

end

end GenealogicalSpin
```

## Three electrons

Take $\psi=(|{\uparrow\downarrow\uparrow}\rangle-|{\downarrow\uparrow\uparrow}\rangle)/\sqrt2$. Then $P_{01}\psi=-\psi$ and $(P_{02}+P_{12})\psi=\psi$, so $T(2)\psi=-\psi$ and $T(3)\psi=0$. By (g), $S^2(2)\psi=(-1+1)\psi=0$ and $S^2(3)\psi=\tfrac34\psi$: a singlet pair coupled to a doublet. For $k=0,1,2,3$ the eigenvalues of $S^2(k)$ are $0,\tfrac34,0,\tfrac34$; written as $S(S+1)$, they give the spins $S=0,\tfrac12,0,\tfrac12$ as labels.

```lean
#print axioms GenealogicalSpin.intermediate_spins_diagonalisable
-- 'GenealogicalSpin.intermediate_spins_diagonalisable' depends on axioms: [propext, Classical.choice, Quot.sound]
```
